# A damped pseudomode's correlation function has a Lorentzian spectrum

A damped mode can be specified by a formula for its correlation function or by the equation of motion that this function obeys. Here the equation of motion defines the mode, and the formula is derived from it. The damping itself is postulated: it stands for the memoryless loss of the mode's amplitude into a further environment.

Let g be the real coupling strength, w0 the mode frequency and k the rate at which the amplitude decays, with ħ = 1. The correlation function C satisfies

C(0) = g²,
C′(t) = −(i w0 + k) C(t) for t ≥ 0,
C(−t) = conj C(t).

The first condition is the vacuum value, and the last is the symmetry of a stationary correlation function. At t = 0 the derivative is taken from the right, since for g ≠ 0 and k > 0 the function has a kink there. The claim is that for k > 0

∫ C(t) exp(iwt) dt = 2g²k / ((w − w0)² + k²),

with the integral over all real t. In open-system simulation, this lets one damped mode stand in for a reservoir with a Lorentzian spectrum, as far as the two-time correlation function is concerned; the dynamics of a system coupled to the mode is not treated.

## From the equation of motion to the Lorentzian

For t ≥ 0, multiply C by the inverse of the expected decay:

d/dt [C(t) exp((i w0 + k)t)] = [C′(t) + (i w0 + k)C(t)] exp((i w0 + k)t) = 0.

The bracket on the left keeps its initial value g², so C(t) = g² exp(−i w0 t − kt). Conjugation gives C(t) = g² exp(−i w0 t + kt) for t ≤ 0. Together,

C(t) = g² exp(−i w0 t − k|t|).

Write δ = w − w0. On each half-line the integrand is one exponential, which vanishes at infinity because k > 0:

∫ from 0 to ∞ of g² exp((−k + iδ)t) dt = g²/(k − iδ),
∫ from −∞ to 0 of g² exp((k + iδ)t) dt = g²/(k + iδ).

Adding them gives

g² [(k + iδ) + (k − iδ)] / (k² + δ²) = 2g²k/(δ² + k²).

At resonance the value is 2g²/k. For g ≠ 0, half of it is reached when 2k² = δ² + k², that is, when |δ| = k. The area follows from w = w0 + kx:

∫ 2g²k/((w − w0)² + k²) dw = 2g² ∫ dx/(1 + x²) = 2πg².

If several modes are independent, their correlation functions add, and by linearity so do their spectra.

## The correlation function and its spectrum in Lean

```lean
import Mathlib

open MeasureTheory Set Complex
open scoped ComplexConjugate

noncomputable section

namespace PseudomodeLorentzian
```

The explicit formula is a complex-valued function of real time. The parameters are real and are converted to complex numbers where needed.

```lean
/-- Correlation function of a pseudomode with coupling `g`, frequency `w0` and amplitude
damping rate `k`. -/
def pseudomodeCorr (g w0 k t : ℝ) : ℂ :=
  (g : ℂ) ^ 2 * Complex.exp (-I * w0 * t - k * ((|t| : ℝ) : ℂ))
```

The spectrum is fixed by two conventions: the sign +iwt in the exponent and no factor 1/(2π).

```lean
/-- Spectrum of an integrable correlation function: its Fourier integral over all times. -/
def powerSpectrum (C : ℝ → ℂ) (w : ℝ) : ℂ :=
  ∫ t : ℝ, C t * Complex.exp (I * w * t)
```

The Lorentzian is real-valued, so the spectral theorems equate a complex integral with a real number regarded as complex. In particular, they say that the imaginary part vanishes. For g ≠ 0 and k > 0 the Lorentzian is positive at every real w, including negative values. A zero-temperature reservoir of oscillators with positive frequencies has no spectrum at negative w, so for such a reservoir this tail is an idealisation.

```lean
/-- Lorentzian reservoir spectrum centred at `w0`, for half-width `k > 0`. -/
def lorentzian (g w0 k w : ℝ) : ℝ := 2 * g ^ 2 * k / ((w - w0) ^ 2 + k ^ 2)
```

The three conditions on C become the fields of a structure. In `decay`, the derivative within `Ici 0`, the set of times t ≥ 0, is the ordinary derivative for t > 0 and the right derivative at t = 0.

```lean
/-- A stationary correlation function of strength `g ^ 2` that obeys the equation of motion of a
damped mode at non-negative times. -/
structure IsDampedModeCorr (g w0 k : ℝ) (C : ℝ → ℂ) : Prop where
  initial : C 0 = (g : ℂ) ^ 2
  decay : ∀ t : ℝ, 0 ≤ t → HasDerivWithinAt C (-(I * w0 + k) * C t) (Ici 0) t
  stationary : ∀ t : ℝ, C (-t) = conj (C t)
```

## The equation of motion fixes the function

The explicit formula satisfies the conditions for every real k. For `decay`, the proof replaces |t| by t on non-negative times and differentiates the exponential; for `stationary`, it conjugates the exponent.

```lean
/-- The pseudomode correlation function obeys the damped-mode conditions. -/
theorem pseudomodeCorr_witness (g w0 k : ℝ) :
    IsDampedModeCorr g w0 k (pseudomodeCorr g w0 k) where
  initial := by simp [pseudomodeCorr]
  decay := by
    intro t ht
    have e : ∀ s : ℝ, 0 ≤ s → pseudomodeCorr g w0 k s =
        (g : ℂ) ^ 2 * Complex.exp (-(I * w0 + k) * s) := by
      intro s hs
      unfold pseudomodeCorr
      rw [abs_of_nonneg hs]
      congr 2
      ring
    have hp : HasDerivAt (fun x : ℝ => Complex.exp (-(I * w0 + k) * x))
        (Complex.exp (-(I * w0 + k) * t) * (-(I * w0 + k))) t := by
      simpa using ((hasDerivAt_id t).ofReal_comp.const_mul (-(I * w0 + k))).cexp
    rw [e t ht]
    refine HasDerivWithinAt.congr ?_ (fun s hs => e s hs) (e t ht)
    exact ((hp.const_mul ((g : ℂ) ^ 2)).congr_deriv (by ring)).hasDerivWithinAt
  stationary := by
    intro t
    unfold pseudomodeCorr
    rw [map_mul, map_pow, Complex.conj_ofReal, ← Complex.exp_conj, abs_neg]
    congr 2
    simp only [map_sub, map_mul, map_neg, Complex.conj_I, Complex.conj_ofReal,
      Complex.ofReal_neg]
    ring
```

Conversely, any function satisfying the conditions equals the formula. The step `key` is the constancy argument above: the product rule gives derivative zero, and `constant_of_has_deriv_right_zero` turns this into a constant value on [0, t]. Applying `key` to both C and the explicit function, then cancelling the nonzero exponential, gives equality for t ≥ 0. The conjugation symmetry carries it to negative times.

```lean
/-- The damped-mode conditions determine the correlation function at all times. -/
theorem dampedModeCorr_unique {g w0 k : ℝ} {C : ℝ → ℂ} (h : IsDampedModeCorr g w0 k C) :
    C = pseudomodeCorr g w0 k := by
  -- undoing rotation and damping leaves a constant
  have key : ∀ D : ℝ → ℂ, IsDampedModeCorr g w0 k D → ∀ t : ℝ, 0 ≤ t →
      D t * Complex.exp ((I * w0 + k) * t) = (g : ℂ) ^ 2 := by
    intro D hD t ht
    have hd : ∀ s : ℝ, 0 ≤ s →
        HasDerivWithinAt (fun x : ℝ => D x * Complex.exp ((I * w0 + k) * x)) 0 (Ici 0) s := by
      intro s hs
      have hp : HasDerivAt (fun x : ℝ => Complex.exp ((I * w0 + k) * x))
          (Complex.exp ((I * w0 + k) * s) * (I * w0 + k)) s := by
        simpa using ((hasDerivAt_id s).ofReal_comp.const_mul (I * w0 + k)).cexp
      exact ((hD.decay s hs).mul hp.hasDerivWithinAt).congr_deriv (by ring)
    have hc := constant_of_has_deriv_right_zero
      (fun s hs => (hd s hs.1).continuousWithinAt.mono Icc_subset_Ici_self)
      (fun s hs => (hd s hs.1).mono (Ici_subset_Ici.2 hs.1)) t ⟨ht, le_rfl⟩
    simpa only [Complex.ofReal_zero, mul_zero, Complex.exp_zero, mul_one, hD.initial] using hc
  have pos : ∀ t : ℝ, 0 ≤ t → C t = pseudomodeCorr g w0 k t := fun t ht =>
    mul_right_cancel₀ (Complex.exp_ne_zero _)
      ((key C h t ht).trans (key _ (pseudomodeCorr_witness g w0 k) t ht).symm)
  funext t
  rcases le_total 0 t with ht | ht
  · exact pos t ht
  · -- negative times follow from stationarity
    have h1 := h.stationary (-t)
    have h2 := (pseudomodeCorr_witness g w0 k).stationary (-t)
    rw [neg_neg] at h1 h2
    rw [h1, h2, pos (-t) (by linarith)]
```

## The Fourier integral on two half-lines

The next lemma removes the absolute value and merges the two exponentials on each side of t = 0.

```lean
/-- On each half of the time axis the Fourier integrand is a single complex exponential. -/
theorem integrand_branches (g w0 k w t : ℝ) :
    (0 ≤ t → pseudomodeCorr g w0 k t * Complex.exp (I * w * t) =
      (g : ℂ) ^ 2 * Complex.exp ((-(k : ℂ) + I * (w - w0)) * t)) ∧
    (t ≤ 0 → pseudomodeCorr g w0 k t * Complex.exp (I * w * t) =
      (g : ℂ) ^ 2 * Complex.exp (((k : ℂ) + I * (w - w0)) * t)) := by
  constructor <;> intro ht <;> unfold pseudomodeCorr
  · rw [abs_of_nonneg ht, mul_assoc, ← Complex.exp_add]
    congr 2
    ring
  · rw [abs_of_nonpos ht, Complex.ofReal_neg, mul_assoc, ← Complex.exp_add]
    congr 2
    ring
```

Positive k now enters. It makes the real part of the exponent's coefficient negative on the right half-line and positive on the left, so both pieces are integrable, and hence so is their union.

```lean
/-- With damping, the Fourier integrand is integrable over all times. -/
theorem integrand_integrable {k : ℝ} (hk : 0 < k) (g w0 w : ℝ) :
    Integrable (fun t : ℝ => pseudomodeCorr g w0 k t * Complex.exp (I * w * t)) := by
  have hr : IntegrableOn (fun t : ℝ =>
      (g : ℂ) ^ 2 * Complex.exp ((-(k : ℂ) + I * (w - w0)) * t)) (Ioi 0) :=
    Integrable.const_mul (integrableOn_exp_mul_complex_Ioi (by simp [hk]) 0) _
  have hl : IntegrableOn (fun t : ℝ =>
      (g : ℂ) ^ 2 * Complex.exp (((k : ℂ) + I * (w - w0)) * t)) (Iic 0) :=
    Integrable.const_mul (integrableOn_exp_mul_complex_Iic (by simp [hk]) 0) _
  rw [← integrableOn_univ, ← Iic_union_Ioi (a := (0 : ℝ))]
  exact IntegrableOn.union
    (hl.congr_fun (fun t ht => ((integrand_branches g w0 k w t).2 ht).symm) measurableSet_Iic)
    (hr.congr_fun (fun t ht => ((integrand_branches g w0 k w t).1 (le_of_lt ht)).symm)
      measurableSet_Ioi)
```

The half-line integrals are then evaluated with Mathlib's formulas for complex exponentials. The first component of the statement is the negative-time integral, the second the positive-time one.

```lean
/-- Values of the Fourier integral restricted to negative and to positive times, for `k > 0`. -/
theorem half_line_integrals {k : ℝ} (hk : 0 < k) (g w0 w : ℝ) :
    (∫ t in Iic (0 : ℝ), pseudomodeCorr g w0 k t * Complex.exp (I * w * t)) =
      (g : ℂ) ^ 2 / (k + I * (w - w0)) ∧
    (∫ t in Ioi (0 : ℝ), pseudomodeCorr g w0 k t * Complex.exp (I * w * t)) =
      (g : ℂ) ^ 2 / (k - I * (w - w0)) := by
  constructor
  · rw [setIntegral_congr_fun measurableSet_Iic
      (fun t ht => (integrand_branches g w0 k w t).2 ht), integral_const_mul,
      integral_exp_mul_complex_Iic (by simp [hk])]
    simp only [Complex.ofReal_zero, mul_zero, Complex.exp_zero]
    ring
  · rw [setIntegral_congr_fun measurableSet_Ioi
      (fun t ht => (integrand_branches g w0 k w t).1 (le_of_lt ht)), integral_const_mul,
      integral_exp_mul_complex_Ioi (by simp [hk])]
    simp only [Complex.ofReal_zero, mul_zero, Complex.exp_zero]
    rw [show (k : ℂ) - I * (w - w0) = -(-(k : ℂ) + I * (w - w0)) by ring, div_neg, neg_div]
    ring
```

The main theorem, again for k > 0, splits the integral at zero and inserts these values. The facts `h1` and `h2` show that the denominators are nonzero, because their real part is k. The identity `e` is the factorisation δ² + k² = (k + iδ)(k − iδ), and the rest is the addition of two fractions.

```lean
/-- The spectrum of the pseudomode correlation function is exactly Lorentzian. -/
theorem pseudomode_spectrum {k : ℝ} (hk : 0 < k) (g w0 w : ℝ) :
    powerSpectrum (pseudomodeCorr g w0 k) w = (lorentzian g w0 k w : ℂ) := by
  have hint := integrand_integrable hk g w0 w
  have h1 : (k : ℂ) + I * (w - w0) ≠ 0 := by
    intro h
    have := congrArg Complex.re h
    simp at this
    linarith
  have h2 : (k : ℂ) - I * (w - w0) ≠ 0 := by
    intro h
    have := congrArg Complex.re h
    simp at this
    linarith
  -- the Lorentzian denominator is the product of the two half-line denominators
  have e : ((w : ℂ) - w0) ^ 2 + (k : ℂ) ^ 2 =
      (k + I * (w - w0)) * (k - I * (w - w0)) := by
    linear_combination ((w : ℂ) - w0) ^ 2 * Complex.I_sq
  unfold powerSpectrum lorentzian
  rw [← intervalIntegral.integral_Iic_add_Ioi (b := (0 : ℝ)) hint.integrableOn
    hint.integrableOn, (half_line_integrals hk g w0 w).1, (half_line_integrals hk g w0 w).2]
  push_cast
  rw [e, div_add_div _ _ h1 h2]
  congr 1
  ring
```

For a function known only through the damped-mode conditions, uniqueness reduces the question to the explicit formula. The conditions themselves allow any real k, so k > 0 is a separate hypothesis here.

```lean
/-- Every correlation function obeying the damped-mode conditions has the Lorentzian spectrum. -/
theorem dampedMode_spectrum {g w0 k : ℝ} {C : ℝ → ℂ} (hk : 0 < k)
    (h : IsDampedModeCorr g w0 k C) (w : ℝ) :
    powerSpectrum C w = (lorentzian g w0 k w : ℂ) := by
  rw [dampedModeCorr_unique h, pseudomode_spectrum hk]
```

## Several modes, half-width and area

For finitely many modes, each with its own coupling, frequency and positive damping rate, the integral is exchanged with the finite sum. The theorem starts from the summed correlation function; the physical independence that makes cross-correlations vanish is built into that starting point.

```lean
/-- The summed correlation functions of finitely many pseudomodes have the summed Lorentzians
as their spectrum. -/
theorem multimode_spectrum {ι : Type*} [Fintype ι] (g w0 k : ι → ℝ) (hk : ∀ j, 0 < k j)
    (w : ℝ) :
    powerSpectrum (fun t => ∑ j, pseudomodeCorr (g j) (w0 j) (k j) t) w =
      ((∑ j, lorentzian (g j) (w0 j) (k j) w : ℝ) : ℂ) := by
  simp only [powerSpectrum, Finset.sum_mul]
  rw [MeasureTheory.integral_finsetSum _ (fun j _ => integrand_integrable (hk j) (g j) (w0 j) w),
    Complex.ofReal_sum]
  exact Finset.sum_congr rfl (fun j _ => pseudomode_spectrum (hk j) (g j) (w0 j) w)
```

The half-width statement is an equivalence. Its proof clears denominators and cancels 2g²k, which is where g ≠ 0 is used; for g = 0 the Lorentzian is zero everywhere. The full width at half maximum is therefore 2k.

```lean
/-- For `g ≠ 0` and `k > 0`, the Lorentzian is at half its resonance value exactly when the detuning
`w - w0` has absolute value `k`. -/
theorem lorentzian_half_width {g k : ℝ} (hg : g ≠ 0) (hk : 0 < k) (w0 w : ℝ) :
    lorentzian g w0 k w = lorentzian g w0 k w0 / 2 ↔ |w - w0| = k := by
  simp only [lorentzian, sub_self]
  rw [div_div, div_eq_div_iff (by positivity) (by positivity)]
  constructor
  · intro h
    have h' := mul_left_cancel₀ (by positivity : 2 * g ^ 2 * k ≠ 0) h
    have hs : (w - w0) ^ 2 = k ^ 2 := by linarith
    have ha := (sq_eq_sq_iff_abs_eq_abs _ _).1 hs
    rwa [abs_of_pos hk] at ha
  · intro h
    have hs : (w - w0) ^ 2 = k ^ 2 := by rw [← sq_abs, h]
    rw [hs]
    ring
```

The area, for k > 0, is computed by the same substitution as by hand, in two steps: a shift by w0, then a rescaling by k. What remains is the integral of 1/(1 + x²), which equals π.

```lean
/-- The Lorentzian integrated over all frequencies is `2 π g ^ 2`. -/
theorem lorentzian_sum_rule {k : ℝ} (hk : 0 < k) (g w0 : ℝ) :
    ∫ w : ℝ, lorentzian g w0 k w = 2 * Real.pi * g ^ 2 := by
  have e : ∀ w : ℝ, lorentzian g w0 k w =
      2 * g ^ 2 / k * (1 + ((w - w0) / k) ^ 2)⁻¹ := by
    intro w
    unfold lorentzian
    rw [div_pow, one_add_div (pow_ne_zero 2 hk.ne'), inv_div, div_mul_div_comm,
      div_eq_div_iff (by positivity) (by positivity)]
    ring
  -- shift to resonance, then measure frequency in units of the width
  have h1 : ∫ w : ℝ, (1 + ((w - w0) / k) ^ 2)⁻¹ = ∫ w : ℝ, (1 + (w / k) ^ 2)⁻¹ :=
    integral_sub_right_eq_self (fun x : ℝ => (1 + (x / k) ^ 2)⁻¹) w0
  have h2 : ∫ w : ℝ, (1 + (w / k) ^ 2)⁻¹ = |k| • ∫ w : ℝ, (1 + w ^ 2)⁻¹ :=
    Measure.integral_comp_div (fun x : ℝ => (1 + x ^ 2)⁻¹) k
  simp only [e]
  rw [integral_const_mul, h1, h2, integral_univ_inv_one_add_sq, abs_of_pos hk, smul_eq_mul,
    ← mul_assoc, div_mul_cancel₀ _ hk.ne']
  ring

end PseudomodeLorentzian
```

```lean
#print axioms PseudomodeLorentzian.dampedMode_spectrum
-- 'PseudomodeLorentzian.dampedMode_spectrum' depends on axioms: [propext, Classical.choice, Quot.sound]
#print axioms PseudomodeLorentzian.multimode_spectrum
-- 'PseudomodeLorentzian.multimode_spectrum' depends on axioms: [propext, Classical.choice, Quot.sound]
#print axioms PseudomodeLorentzian.lorentzian_half_width
-- 'PseudomodeLorentzian.lorentzian_half_width' depends on axioms: [propext, Classical.choice, Quot.sound]
#print axioms PseudomodeLorentzian.lorentzian_sum_rule
-- 'PseudomodeLorentzian.lorentzian_sum_rule' depends on axioms: [propext, Classical.choice, Quot.sound]
```

## Setting the damping rate in a simulation, and complex weights

Suppose that a zero-temperature master equation for the density operator ρ damps the mode, with annihilation operator a, through the term

γ (aρa† − ½ a†aρ − ½ ρa†a).

The amplitude then decays at rate γ/2, so a Lorentzian fit with half-width k requires γ = 2k. If the fitted peak has height H in the present convention, then g² = Hk/2. A code that defines its spectral density J by C(t) = ∫ J(w) exp(−iwt) dw uses J equal to the present spectrum divided by 2π, and the fitted height has to be converted accordingly.

The half-line argument also handles a complex weight a + ib, where a and b now denote real numbers, in place of g² for t > 0, with negative times again fixed by conjugation. The two integrals are complex conjugates, and their sum is

2 [ak − b(w − w0)] / ((w − w0)² + k²).

This extension is a calculation by hand, not a consequence of the theorems above. For b ≠ 0 the line is asymmetric and becomes negative on one side, so such a term cannot by itself be the spectrum of a physical mode, although it may appear in a fit whose total is positive.
